# For a real two-electron state in four spin orbitals whose amplitude matrix has Frobenius norm one, the cumulant trace is minus sixteen times the squared Pfaffian

Stretch a hydrogen molecule in a minimal basis: two electrons share four spin orbitals. Near equilibrium one Slater determinant dominates the ground state, and at dissociation two determinants carry equal weight. I would like one number that follows this change and can be read off the amplitudes.

I write the state as $\Psi(1,2)=\sum_{ij}C_{ij}\,\varphi_i(1)\varphi_j(2)$, with orthonormal spin orbitals numbered 0 to 3 and a real antisymmetric matrix $C$ with $\sum_{ij}C_{ij}^2=1$. The one-particle density matrix is $g=2CC^T$, and the Pfaffian is

$$\mathrm{Pf}=C_{01}C_{23}-C_{02}C_{13}+C_{03}C_{12}.$$

I believe that $\operatorname{tr}g^2=2-16\,\mathrm{Pf}^2$, that the two-particle cumulant has trace $-16\,\mathrm{Pf}^2$ when the two-particle density matrix is normalised to trace 2, and that this cumulant trace vanishes exactly on the Plücker condition $\mathrm{Pf}=0$. Can this be derived rigorously and checked by machine? And does a vanishing trace really mean a single determinant, or could non-zero cumulant elements cancel in the sum?

## One quadratic equation gives both traces, and a zero trace means a zero cumulant

Your formulas are right, and for these states a zero trace does force a single determinant. The trace also never falls below $-1$. Here is the derivation, followed by a Lean 4 formalisation.

### From the amplitudes to the traces

Let $\tilde C$ be the antisymmetric matrix with

$$\tilde C_{01}=C_{23},\quad \tilde C_{02}=-C_{13},\quad \tilde C_{03}=C_{12},\quad \tilde C_{12}=C_{03},\quad \tilde C_{13}=-C_{02},\quad \tilde C_{23}=C_{01}.$$

Multiplying out gives two identities. In $C\tilde C$ every diagonal entry is $-\mathrm{Pf}$ and the off-diagonal terms cancel in pairs. In $C^2+\tilde C^2$ every diagonal entry is minus the sum of all six squared amplitudes, and the off-diagonal terms cancel again. With $s=\sum_{i<j}C_{ij}^2=\tfrac12\sum_{ij}C_{ij}^2$,

$$C\tilde C=-\mathrm{Pf}\,\mathbb 1,\qquad C^2+\tilde C^2=-s\,\mathbb 1.$$

Transposing the first identity gives $\tilde CC=-\mathrm{Pf}\,\mathbb 1$ as well, so $C^2\tilde C^2=\mathrm{Pf}^2\,\mathbb 1$. Multiplying the second identity by $C^2$ then gives $C^4=-sC^2-\mathrm{Pf}^2\,\mathbb 1$. Since $CC^T=-C^2$,

$$(CC^T)^2=s\,CC^T-\mathrm{Pf}^2\,\mathbb 1.$$

Normalisation sets $s=\tfrac12$. Multiplying by 4 gives

$$g^2=g-4\,\mathrm{Pf}^2\,\mathbb 1.$$

Because $\operatorname{tr}g=2\sum_{ij}C_{ij}^2=2$ and $\operatorname{tr}\mathbb 1=4$, the trace is $\operatorname{tr}g^2=2-16\,\mathrm{Pf}^2$.

The two-particle density matrix is $\Gamma_{ij,kl}=2C_{ij}C_{kl}$, and the cumulant is

$$\lambda_{ij,kl}=\Gamma_{ij,kl}-(g_{ik}g_{jl}-g_{il}g_{jk}).$$

Setting $k=i$, $l=j$ and summing over all $i$ and $j$ gives

$$\sum_{ij}\lambda_{ij,ij}=2-(\operatorname{tr}g)^2+\operatorname{tr}g^2=2-4+2-16\,\mathrm{Pf}^2=-16\,\mathrm{Pf}^2.$$

### Why a zero trace means one determinant

Consider $C_{ij}C_{pq}-C_{ip}C_{jq}+C_{iq}C_{jp}$. It changes sign when any two indices are exchanged, so it is zero if an index repeats and $\pm\mathrm{Pf}$ otherwise. If $\mathrm{Pf}=0$, it therefore vanishes for every choice of indices. A normalised state has some $C_{pq}\neq0$. Put $u_i=C_{ip}/C_{pq}$ and $v_j=C_{jq}$. Then

$$u_iv_j-v_iu_j=\frac{C_{ip}C_{jq}-C_{iq}C_{jp}}{C_{pq}}=C_{ij},$$

which is a Slater determinant.

Conversely, let $C_{ij}=u_iv_j-v_iu_j$, and write $A=u\cdot u$, $B=v\cdot v$, $D=u\cdot v$. Normalisation reads $2(AB-D^2)=1$, and

$$g_{ab}=2\left[B\,u_au_b-D(u_av_b+v_au_b)+A\,v_av_b\right].$$

Expanding the antisymmetrised product gives

$$g_{ik}g_{jl}-g_{il}g_{jk}=4(AB-D^2)\,C_{ij}C_{kl}=2C_{ij}C_{kl}=\Gamma_{ij,kl}.$$

Every element of $\lambda$ is then zero, and so is its trace, which returns us to $\mathrm{Pf}=0$.

### The lower bound and the two ends of the stretch

Since the six squared amplitudes sum to $\tfrac12$,

$$0\le(C_{01}-C_{23})^2+(C_{02}+C_{13})^2+(C_{03}-C_{12})^2=\tfrac12-2\,\mathrm{Pf}.$$

Reversing the three inner signs gives $0\le\tfrac12+2\,\mathrm{Pf}$. Hence $|\mathrm{Pf}|\le\tfrac14$, and the cumulant trace is at least $-1$.

For your molecule, let the pair (0,1) be the bonding orbital with both spins and (2,3) the antibonding one. Take $C_{01}=\cos\theta/\sqrt2$ and $C_{23}=\sin\theta/\sqrt2$, with the other amplitudes above the diagonal zero. Then $\mathrm{Pf}=\tfrac14\sin2\theta$ and the trace is $-\sin^22\theta$. It is $0$ for the single determinant at $\theta=0$ and $-1$ at equal weights, whichever relative sign the two determinants have. Near equilibrium the ground state has a small but non-zero $\theta$, so its trace lies slightly below zero; at dissociation the trace reaches $-1$.

### What the Lean statements say

`IsState C` says that a real 4 by 4 matrix is antisymmetric and that its squared entries, summed over all ordered index pairs, give one. The index type `Fin 4` numbers the spin orbitals from 0 to 3. `pfaffian`, `oneRDM`, `twoRDM` and `cumulant` are $\mathrm{Pf}$, $g$, $\Gamma$ and $\lambda$ as above, and `cumulantTrace` is the actual double sum, not an abbreviation for $\operatorname{tr}g^2-2$. `IsSlater C` asks for two real vectors whose antisymmetrised product is `C`; they need not be orthogonal or normalised.

For every `C` with `IsState C`:

- `cumulant_trace_pfaffian` gives both trace formulas and says that the cumulant trace is zero if and only if the Pfaffian is.
- `pfaffian_slater_cumulant` says that three conditions are equivalent (`List.TFAE`): zero Pfaffian, being a Slater determinant, and the vanishing of every cumulant element.
- `neg_one_le_cumulantTrace` gives the lower bound, and `pairedState_witness` exhibits a state that attains it.

The model is a pure state of exactly two electrons with real amplitudes in four orthonormal spin orbitals. The density matrices enter through their formulas in $C$ and are not derived from creation and annihilation operators. Spin labels and a Hamiltonian play no part.

The normalisation convention needs care. Many programs store determinant coefficients $c_{ij}=\sqrt2\,C_{ij}$ with $\sum_{i<j}c_{ij}^2=1$. Their Pfaffian is twice as large, so the cumulant trace is $-4\,\mathrm{Pf}(c)^2$. Putting $c$ into the formula with 16 would give $-4$ for the equally paired state, far below the bound.

```lean
import Mathlib

open Matrix

namespace TwoElectronCumulant

/-- A normalised two-electron state with real amplitudes in four spin orbitals: an antisymmetric
amplitude matrix with Frobenius norm one. -/
structure IsState (C : Matrix (Fin 4) (Fin 4) ℝ) : Prop where
  skew : Cᵀ = -C
  norm : ∑ i, ∑ j, C i j ^ 2 = 1

/-- The Pfaffian of the amplitude matrix, with orbitals numbered from zero. -/
def pfaffian (C : Matrix (Fin 4) (Fin 4) ℝ) : ℝ :=
  C 0 1 * C 2 3 - C 0 2 * C 1 3 + C 0 3 * C 1 2

/-- The one-particle density matrix `g = 2 C Cᵀ`. -/
def oneRDM (C : Matrix (Fin 4) (Fin 4) ℝ) : Matrix (Fin 4) (Fin 4) ℝ :=
  (2 : ℝ) • (C * Cᵀ)

/-- The two-particle density matrix of the pair state. -/
def twoRDM (C : Matrix (Fin 4) (Fin 4) ℝ) (i j k l : Fin 4) : ℝ :=
  2 * C i j * C k l

/-- The two-particle cumulant: the two-particle density matrix minus the
antisymmetrised product of one-particle density matrices. -/
def cumulant (C : Matrix (Fin 4) (Fin 4) ℝ) (i j k l : Fin 4) : ℝ :=
  twoRDM C i j k l - (oneRDM C i k * oneRDM C j l - oneRDM C i l * oneRDM C j k)

/-- The trace of the cumulant over both particles. -/
def cumulantTrace (C : Matrix (Fin 4) (Fin 4) ℝ) : ℝ :=
  ∑ i, ∑ j, cumulant C i j i j

/-- The amplitudes are an antisymmetrised product of two orbitals. -/
def IsSlater (C : Matrix (Fin 4) (Fin 4) ℝ) : Prop :=
  ∃ u v : Fin 4 → ℝ, ∀ i j, C i j = u i * v j - v i * u j

variable {C : Matrix (Fin 4) (Fin 4) ℝ}

/-- An antisymmetric amplitude matrix is fixed by its six entries above the diagonal. -/
lemma entries (hC : Cᵀ = -C) :
    C 0 0 = 0 ∧ C 1 1 = 0 ∧ C 2 2 = 0 ∧ C 3 3 = 0 ∧
    C 1 0 = -C 0 1 ∧ C 2 0 = -C 0 2 ∧ C 3 0 = -C 0 3 ∧
    C 2 1 = -C 1 2 ∧ C 3 1 = -C 1 3 ∧ C 3 2 = -C 2 3 := by
  have h : ∀ i j, C j i = -C i j := fun i j => congrFun (congrFun hC i) j
  exact ⟨by linarith [h 0 0], by linarith [h 1 1], by linarith [h 2 2],
    by linarith [h 3 3], h 0 1, h 0 2, h 0 3, h 1 2, h 1 3, h 2 3⟩

/-- For antisymmetric amplitudes, `C Cᵀ` satisfies a quadratic equation whose
constant term is the squared Pfaffian. -/
theorem gram_sq (hC : Cᵀ = -C) :
    C * Cᵀ * (C * Cᵀ) = (1 / 2 * ∑ i, ∑ j, C i j ^ 2) • (C * Cᵀ)
      - (pfaffian C ^ 2) • (1 : Matrix (Fin 4) (Fin 4) ℝ) := by
  obtain ⟨h0, h1, h2, h3, h4, h5, h6, h7, h8, h9⟩ := entries hC
  ext i j
  fin_cases i <;> fin_cases j <;>
    simp only [Fin.zero_eta, Fin.mk_one, Fin.reduceFinMk, Matrix.mul_apply,
      Matrix.sub_apply, Matrix.smul_apply, Matrix.transpose_apply, Matrix.one_apply,
      smul_eq_mul, Fin.sum_univ_four, pfaffian, Fin.reduceEq, reduceIte,
      h0, h1, h2, h3, h4, h5, h6, h7, h8, h9] <;> ring

/-- For a normalised state, the square of the one-particle density matrix is the matrix itself minus
`4 Pf²` times the identity. -/
theorem oneRDM_sq (h : IsState C) :
    oneRDM C * oneRDM C
      = oneRDM C - (4 * pfaffian C ^ 2) • (1 : Matrix (Fin 4) (Fin 4) ℝ) := by
  simp only [oneRDM, Matrix.smul_mul, Matrix.mul_smul, smul_smul]
  rw [gram_sq h.skew, h.norm]
  module

/-- The one-particle density matrix of a normalised state has trace two. -/
lemma trace_oneRDM (h : IsState C) : (oneRDM C).trace = 2 := by
  have hn := h.norm
  simp only [Fin.sum_univ_four] at hn
  simp only [oneRDM, Matrix.trace, Matrix.diag_apply, Matrix.smul_apply,
    Matrix.mul_apply, Matrix.transpose_apply, smul_eq_mul, Fin.sum_univ_four]
  linear_combination 2 * hn

/-- For a normalised pair state, `tr g² = 2 - 16 Pf²`, the cumulant trace is
`-16 Pf²`, and the latter vanishes exactly when the Pfaffian does. -/
theorem cumulant_trace_pfaffian (h : IsState C) :
    (oneRDM C * oneRDM C).trace = 2 - 16 * pfaffian C ^ 2 ∧
    cumulantTrace C = -16 * pfaffian C ^ 2 ∧
    (cumulantTrace C = 0 ↔ pfaffian C = 0) := by
  have hq : (oneRDM C * oneRDM C).trace = 2 - 16 * pfaffian C ^ 2 := by
    rw [oneRDM_sq h, Matrix.trace_sub, Matrix.trace_smul, Matrix.trace_one,
      trace_oneRDM h]
    simp only [Fintype.card_fin, smul_eq_mul]
    push_cast
    ring
  -- the double sum is `2 ‖C‖² - (tr g)² + tr g²`
  have hc : cumulantTrace C = -16 * pfaffian C ^ 2 := by
    have hn := h.norm
    have ht := trace_oneRDM h
    have hq' := hq
    simp only [Fin.sum_univ_four] at hn
    simp only [Matrix.trace, Matrix.diag_apply, Matrix.mul_apply,
      Fin.sum_univ_four] at ht hq'
    simp only [cumulantTrace, cumulant, twoRDM, Fin.sum_univ_four]
    linear_combination 2 * hn + hq'
      - (oneRDM C 0 0 + oneRDM C 1 1 + oneRDM C 2 2 + oneRDM C 3 3 + 2) * ht
  refine ⟨hq, hc, ?_⟩
  rw [hc]
  constructor
  · intro h0
    have h1 : pfaffian C ^ 2 = 0 := by linarith
    exact pow_eq_zero_iff (two_ne_zero) |>.mp h1
  · intro h0
    rw [h0]
    norm_num

/-- If the Pfaffian vanishes, the Plücker relation holds for every choice of four orbitals. -/
lemma pluecker (hC : Cᵀ = -C) (hp : pfaffian C = 0) (i j p q : Fin 4) :
    C i j * C p q - C i p * C j q + C i q * C j p = 0 := by
  obtain ⟨h0, h1, h2, h3, h4, h5, h6, h7, h8, h9⟩ := entries hC
  unfold pfaffian at hp
  fin_cases i <;> fin_cases j <;> fin_cases p <;> fin_cases q <;>
    simp only [Fin.zero_eta, Fin.mk_one, Fin.reduceFinMk,
      h0, h1, h2, h3, h4, h5, h6, h7, h8, h9] <;> linarith

/-- Every component of the cumulant vanishes for a normalised Slater determinant. -/
theorem cumulant_eq_zero_of_slater (h : IsState C) (hs : IsSlater C)
    (i j k l : Fin 4) : cumulant C i j k l = 0 := by
  obtain ⟨u, v, huv⟩ := hs
  -- overlaps of the two orbitals
  obtain ⟨A, hA⟩ : ∃ A, A = u 0 ^ 2 + u 1 ^ 2 + u 2 ^ 2 + u 3 ^ 2 := ⟨_, rfl⟩
  obtain ⟨B, hB⟩ : ∃ B, B = v 0 ^ 2 + v 1 ^ 2 + v 2 ^ 2 + v 3 ^ 2 := ⟨_, rfl⟩
  obtain ⟨D, hD⟩ : ∃ D, D = u 0 * v 0 + u 1 * v 1 + u 2 * v 2 + u 3 * v 3 := ⟨_, rfl⟩
  have hN : 2 * (A * B - D ^ 2) = 1 := by
    have hn := h.norm
    simp only [Fin.sum_univ_four, huv] at hn
    rw [hA, hB, hD]
    linear_combination hn
  have hg : ∀ a b, oneRDM C a b = 2 * (B * u a * u b
      - D * (u a * v b + v a * u b) + A * v a * v b) := by
    intro a b
    simp only [oneRDM, Matrix.smul_apply, Matrix.mul_apply, Matrix.transpose_apply,
      smul_eq_mul, Fin.sum_univ_four, huv, hA, hB, hD]
    ring
  simp only [cumulant, twoRDM, hg, huv]
  linear_combination (-2) * (u i * v j - v i * u j) * (u k * v l - v k * u l) * hN

/-- For a normalised pair state, a vanishing Pfaffian, being a Slater determinant,
and a vanishing cumulant are equivalent. -/
theorem pfaffian_slater_cumulant (h : IsState C) :
    List.TFAE [pfaffian C = 0, IsSlater C, ∀ i j k l, cumulant C i j k l = 0] := by
  tfae_have 1 → 2 := by
    intro hp
    -- a normalised state has a non-zero amplitude
    obtain ⟨p, q, hpq⟩ : ∃ p q, C p q ≠ 0 := by
      by_contra hne
      simp only [not_exists, ne_eq, not_not] at hne
      have hn := h.norm
      simp [hne] at hn
    refine ⟨fun i => C i p / C p q, fun j => C j q, fun i j => ?_⟩
    have hP := pluecker h.skew hp i j p q
    show C i j = C i p / C p q * C j q - C i q * (C j p / C p q)
    field_simp
    linear_combination hP
  tfae_have 2 → 3 := cumulant_eq_zero_of_slater h
  tfae_have 3 → 1 := by
    intro hz
    apply (cumulant_trace_pfaffian h).2.2.mp
    simp only [cumulantTrace, hz, Finset.sum_const_zero]
  tfae_finish

/-- The cumulant trace of a normalised pair state is at least `-1`. -/
theorem neg_one_le_cumulantTrace (h : IsState C) : -1 ≤ cumulantTrace C := by
  obtain ⟨h0, h1, h2, h3, h4, h5, h6, h7, h8, h9⟩ := entries h.skew
  have hn := h.norm
  simp only [Fin.sum_univ_four, h0, h1, h2, h3, h4, h5, h6, h7, h8, h9] at hn
  have hu : pfaffian C ≤ 1 / 4 := by
    unfold pfaffian
    nlinarith [sq_nonneg (C 0 1 - C 2 3), sq_nonneg (C 0 2 + C 1 3),
      sq_nonneg (C 0 3 - C 1 2)]
  have hl : -(1 / 4) ≤ pfaffian C := by
    unfold pfaffian
    nlinarith [sq_nonneg (C 0 1 + C 2 3), sq_nonneg (C 0 2 - C 1 3),
      sq_nonneg (C 0 3 + C 1 2)]
  rw [(cumulant_trace_pfaffian h).2.1]
  nlinarith [mul_nonneg (sub_nonneg.mpr hu) (sub_nonneg.mpr hl)]

/-- The state with equal amplitudes on the orbital pairs (0,1) and (2,3). -/
noncomputable def pairedState : Matrix (Fin 4) (Fin 4) ℝ :=
  !![0, 1/2, 0, 0; -(1/2), 0, 0, 0; 0, 0, 0, 1/2; 0, 0, -(1/2), 0]

/-- The equally paired state is normalised and antisymmetric, and its cumulant trace is `-1`. -/
theorem pairedState_witness :
    IsState pairedState ∧ cumulantTrace pairedState = -1 := by
  have hs : IsState pairedState := by
    constructor
    · ext i j
      fin_cases i <;> fin_cases j <;> simp [pairedState]
    · simp [pairedState, Fin.sum_univ_four]
      norm_num
  refine ⟨hs, ?_⟩
  rw [(cumulant_trace_pfaffian hs).2.1]
  simp [pfaffian, pairedState]
  norm_num

end TwoElectronCumulant
```

```lean
#print axioms TwoElectronCumulant.cumulant_trace_pfaffian
-- 'TwoElectronCumulant.cumulant_trace_pfaffian' depends on axioms: [propext, Classical.choice, Quot.sound]
#print axioms TwoElectronCumulant.pfaffian_slater_cumulant
-- 'TwoElectronCumulant.pfaffian_slater_cumulant' depends on axioms: [propext, Classical.choice, Quot.sound]
#print axioms TwoElectronCumulant.neg_one_le_cumulantTrace
-- 'TwoElectronCumulant.neg_one_le_cumulantTrace' depends on axioms: [propext, Classical.choice, Quot.sound]
```

### How the proof follows the derivation

`entries` expresses the matrix through its six amplitudes above the diagonal. `gram_sq` is the quadratic equation for $CC^T$, before normalisation. Where the derivation uses $\tilde C$, Lean compares the two sides entry by entry: `fin_cases` produces the sixteen entries, `simp only` writes them in the six amplitudes, and `ring` confirms each polynomial identity. `oneRDM_sq` inserts the normalisation and rescales to $g$, and `trace_oneRDM` supplies $\operatorname{tr}g=2$.

In `cumulant_trace_pfaffian`, the step `hq` takes the trace of the equation for $g^2$. The step `hc` expands the double sum, and its `linear_combination` joins three facts: the normalisation, the value of $\operatorname{tr}g^2$, and $\operatorname{tr}g=2$ multiplied by $\operatorname{tr}g+2$, which accounts for $(\operatorname{tr}g)^2=4$.

`pluecker` covers all 256 index choices by cases, where the derivation argued by antisymmetry. `cumulant_eq_zero_of_slater` introduces the same overlaps $A$, $B$ and $D$; `hN` is the condition $2(AB-D^2)=1$ and `hg` the formula for $g_{ab}$. The closing `linear_combination` multiplies `hN` by $-2C_{ij}C_{kl}$, written out in $u$ and $v$.

The equivalence theorem then goes round in a circle. From zero Pfaffian it finds a non-zero amplitude and builds the two orbitals by the division above. From a Slater determinant it gets the vanishing cumulant, and from that the zero trace and so the zero Pfaffian.

For the lower bound, `nlinarith` receives the squares displayed earlier and obtains $-\tfrac14\le\mathrm{Pf}\le\tfrac14$. The product $(\tfrac14-\mathrm{Pf})(\tfrac14+\mathrm{Pf})\ge0$ turns this into $\mathrm{Pf}^2\le\tfrac1{16}$. For `pairedState`, Lean checks antisymmetry and normalisation directly, then evaluates the trace formula at $\mathrm{Pf}=\tfrac14$.

In electronic-structure work, these identities can serve to test code for density matrices and cumulants on real two-electron states in four spin orbitals. They hold up to rounding error once the output is in the conventions used here, where $g$ and $\Gamma$ both have trace 2. If a program's two-particle density matrix has trace one when summed over all ordered pairs $(i,j)$, it must be doubled before the cumulant is formed. If only the elements with $i<j$ and $k<l$ are stored, a trace of one over those pairs already matches the convention used here.
